# Conjugation by a graph's CZ circuit maps Pauli operators to Pauli operators up to a sign

Prepare two qubits in $|+\rangle|+\rangle$, apply a CZ gate and measure $Y\otimes Y$. The gate turns $X$ on one qubit into $X$ there and $Z$ on the other. If you apply this rule to $X\otimes X$ and write $X$ before $Z$ on each qubit, as if the two commuted, you get $XZ\otimes XZ=-Y\otimes Y$ and predict the outcome $-1$. The outcome is $+1$, because $\mathrm{CZ}\,(X\otimes X)\,\mathrm{CZ}=Y\otimes Y$. With CZ gates on many different pairs, this shortcut loses one sign for each gate that has an $X$ on both of its qubits.

Place a qubit on each vertex of a finite simple graph, and let $D$ apply one CZ gate per edge. Let $A$ be the adjacency matrix modulo 2, and let $q(b)=\sum_{\{u,v\}}b_ub_v$, summed over the edges modulo 2, for a bit string $b$. For bit strings $x,z$, write $P(x,z)=X^xZ^z$, with $X$ on the qubits where $x_v=1$ and $Z$ where $z_v=1$. Then

$$D\,P(x,z)\,D=(-1)^{q(x)}P(x,z+Ax).$$

A stabiliser simulation of finitely many qubits can use this to pass a Pauli operator through a layer of ideal CZ gates by arithmetic on bits.

## Bits, edges and operators

```lean
import Mathlib

open Matrix

namespace CZCircuit

noncomputable section

variable {V : Type*} [Fintype V] [DecidableEq V]
```

`V` is the finite set of vertices, one per qubit. A bit string is a function `V → ZMod 2`, and adding two strings is bitwise XOR.

```lean
/-- The sign `(-1)^a` of a bit `a`. -/
def sgn (a : ZMod 2) : ℂ := (-1) ^ a.val
```

`sgn a` is $(-1)^a$ for a bit $a$, a complex number. It is not the sign function of a real number.

```lean
/-- The product `b_u b_v` of the two bits at the ends of the pair `e = {u, v}`. -/
def edgeTerm (b : V → ZMod 2) (e : Sym2 V) : ZMod 2 :=
  Sym2.lift ⟨fun u v => b u * b v, fun _ _ => mul_comm _ _⟩ e
```

`Sym2 V` is the type of unordered pairs $\{u,v\}$. The product $b_ub_v$ is well defined on such a pair because multiplication commutes, which is what `mul_comm` supplies.

```lean
/-- The quadratic form `q(b)`, the sum of `b_u b_v` over the edges of the graph, modulo 2. -/
def edgeForm (G : SimpleGraph V) [DecidableRel G.Adj] (b : V → ZMod 2) : ZMod 2 :=
  ∑ e ∈ G.edgeFinset, edgeTerm b e
```

This is $q(b)$: the number of edges with both ends set to 1, modulo 2.

```lean
/-- The Pauli operator `P(x,z) = X^x Z^z`, which sends the basis state `|b⟩` to
`(-1)^(z·b) |b + x⟩`. -/
def pauli (x z : V → ZMod 2) : Matrix (V → ZMod 2) (V → ZMod 2) ℂ :=
  Matrix.of fun c b => if c = b + x then sgn (z ⬝ᵥ b) else 0
```

The matrix has row index $c$ and column index $b$, and its entry is $(-1)^{z\cdot b}$ if $c=b+x$ and zero otherwise. The symbol `⬝ᵥ` is the dot product, here modulo 2. This convention has no factors of $i$: on one qubit $P(1,1)=XZ=-iY$, not $Y$.

```lean
/-- The diagonal gate that multiplies `|b⟩` by `(-1)^(b_u b_v)` for the pair `e = {u, v}`:
controlled-Z if `u ≠ v`, and just `Z` on `u` if `u = v`. -/
def czGate (e : Sym2 V) : Matrix (V → ZMod 2) (V → ZMod 2) ℂ :=
  Matrix.diagonal fun b => sgn (edgeTerm b e)
```

A CZ gate is a diagonal matrix on the whole register, with entry $(-1)^{b_ub_v}$ at $b$. That a laboratory gate acts as exactly this matrix, without noise or stray phases, is the step from the model to a device.

```lean
/-- The circuit that applies one controlled-Z gate for each edge of the graph. -/
def czCircuit (G : SimpleGraph V) [DecidableRel G.Adj] :
    Matrix (V → ZMod 2) (V → ZMod 2) ℂ :=
  (G.edgeFinset.toList.map czGate).prod
```

$D$ is the actual product of the gates, taken over a list of the edges. The list has some unspecified order, which does not matter because diagonal matrices commute.

## The circuit as one diagonal matrix

```lean
/-- The sign of a sum of bits is the product of their signs. -/
theorem sgn_add (a b : ZMod 2) : sgn (a + b) = sgn a * sgn b := by
  have h : ∀ a b : ZMod 2, (-1 : ℤ) ^ (a + b).val = (-1) ^ a.val * (-1) ^ b.val := by
    decide
  unfold sgn
  exact_mod_cast h a b
```

In symbols, $(-1)^{a+b}=(-1)^a(-1)^b$ with $a+b$ taken modulo 2. There are four cases, and only $1+1=0$ needs a thought: $(-1)(-1)=1$. `decide` checks all four over the integers, and `exact_mod_cast` carries the result to the complex numbers.

```lean
/-- The sign of a bit squares to one. -/
theorem sgn_mul_self (a : ZMod 2) : sgn a * sgn a = 1 := by
  have h : ∀ a : ZMod 2, (-1 : ℤ) ^ a.val * (-1) ^ a.val = 1 := by decide
  unfold sgn
  exact_mod_cast h a
```

Likewise $(-1)^a(-1)^a=1$, by two cases.

```lean
/-- The controlled-Z circuit of a graph is the diagonal operator with entries `(-1)^q(b)`. -/
theorem czCircuit_eq_diagonal (G : SimpleGraph V) [DecidableRel G.Adj] :
    czCircuit G = Matrix.diagonal fun b => sgn (edgeForm G b) := by
  -- phases add up gate by gate
  have key : ∀ l : List (Sym2 V), (l.map czGate).prod =
      Matrix.diagonal fun b : V → ZMod 2 => sgn (l.map (edgeTerm b)).sum := by
    intro l
    induction l with
    | nil => simp [sgn]
    | cons e l ih =>
      rw [List.map_cons, List.prod_cons, ih, czGate, Matrix.diagonal_mul_diagonal]
      simp only [List.map_cons, List.sum_cons, sgn_add]
  have hq : ∀ b : V → ZMod 2,
      (G.edgeFinset.toList.map (edgeTerm b)).sum = edgeForm G b := by
    intro b
    rw [edgeForm, Finset.sum, ← Finset.coe_toList, Multiset.map_coe, Multiset.sum_coe]
  rw [czCircuit, key]
  simp only [hq]
```

The theorem says $D|b\rangle=(-1)^{q(b)}|b\rangle$. By hand, each gate multiplies $|b\rangle$ by its own sign, so

$$\prod_{\{u,v\}}(-1)^{b_ub_v}=(-1)^{\sum_{\{u,v\}} b_ub_v}=(-1)^{q(b)}.$$

In Lean, `key` proves this for any list of pairs by induction: the empty product is the identity, and one more gate adds one more term to the exponent. `hq` then identifies the sum over the edge list with $q(b)$.

```lean
/-- The controlled-Z circuit of a graph is its own inverse. -/
theorem czCircuit_mul_self (G : SimpleGraph V) [DecidableRel G.Adj] :
    czCircuit G * czCircuit G = 1 := by
  rw [czCircuit_eq_diagonal, Matrix.diagonal_mul_diagonal]
  simp only [sgn_mul_self]
  exact Matrix.diagonal_one
```

Squaring the diagonal entries gives $D^2=1$. Hence $D=D^{-1}$, and $D\,P\,D$ is a conjugation.

## How the edge form splits

```lean
/-- Polarisation of the edge form: `q(b + x) = q(b) + q(x) + b·Ax`, with `A` the adjacency
matrix modulo 2. -/
theorem edgeForm_add (G : SimpleGraph V) [DecidableRel G.Adj] (b x : V → ZMod 2) :
    edgeForm G (b + x) =
      edgeForm G b + edgeForm G x + b ⬝ᵥ (G.adjMatrix (ZMod 2) *ᵥ x) := by
  -- the bilinear term is a sum over ordered pairs of neighbours
  have h : b ⬝ᵥ (G.adjMatrix (ZMod 2) *ᵥ x) =
      ∑ p ∈ Finset.univ.filter (fun p : V × V => G.Adj p.1 p.2), b p.1 * x p.2 := by
    rw [Finset.sum_filter, Fintype.sum_prod_type]
    simp only [dotProduct, Matrix.mulVec, SimpleGraph.adjMatrix_apply, Finset.mul_sum]
    refine Finset.sum_congr rfl fun u _ => Finset.sum_congr rfl fun v _ => ?_
    by_cases huv : G.Adj u v <;> simp [huv]
  have hm : ∀ p ∈ Finset.univ.filter (fun p : V × V => G.Adj p.1 p.2),
      s(p.1, p.2) ∈ G.edgeFinset := by
    intro p hp
    simpa using hp
  -- group the ordered pairs by the edge they belong to
  have h2 := Finset.sum_fiberwise_of_maps_to hm (fun p => b p.1 * x p.2)
  rw [h, ← h2]
  unfold edgeForm
  rw [← Finset.sum_add_distrib, ← Finset.sum_add_distrib]
  refine Finset.sum_congr rfl fun e he => ?_
  induction e using Sym2.ind with
  | _ u v =>
    have huv : G.Adj u v := by simpa using he
    have hf : (Finset.univ.filter (fun p : V × V => G.Adj p.1 p.2)).filter
        (fun p => s(p.1, p.2) = s(u, v)) = {(u, v), (v, u)} := by
      ext ⟨a, c⟩
      simp only [Finset.mem_filter, Finset.mem_univ, true_and, Sym2.eq_iff,
        Finset.mem_insert, Finset.mem_singleton, Prod.mk.injEq]
      constructor
      · exact fun h => h.2
      · rintro (⟨rfl, rfl⟩ | ⟨rfl, rfl⟩)
        · exact ⟨huv, Or.inl ⟨rfl, rfl⟩⟩
        · exact ⟨huv.symm, Or.inr ⟨rfl, rfl⟩⟩
    rw [hf, Finset.sum_pair (fun h => huv.ne (congrArg Prod.fst h))]
    show (b u + x u) * (b v + x v) = b u * b v + x u * x v + (b u * x v + b v * x u)
    ring
```

The claim is $q(b+x)=q(b)+q(x)+b\cdot Ax$, where `*ᵥ` applies a matrix to a vector. On one edge,

$$(b_u+x_u)(b_v+x_v)=b_ub_v+x_ux_v+(b_ux_v+b_vx_u).$$

Summed over edges, the first two terms give $q(b)+q(x)$. The bracket contains both orientations of the edge, so its sum runs over all ordered pairs of neighbours:

$$\sum_{\{u,v\}}(b_ux_v+b_vx_u)=\sum_{u,v}b_uA_{uv}x_v=b\cdot Ax.$$

Lean starts from the right-hand end. `h` writes $b\cdot Ax$ as a sum over ordered adjacent pairs, and `h2` groups these by edge. `hf` shows that each group is $\{(u,v),(v,u)\}$; the two pairs differ because a simple graph has no loops. `ring` finishes the identity on one edge.

## Pauli operators through the circuit

```lean
/-- Conjugation by the controlled-Z circuit `D` of a graph maps Pauli operators to Pauli
operators: `D P(x,z) D = (-1)^q(x) P(x, z + Ax)`. -/
theorem czCircuit_conj_pauli (G : SimpleGraph V) [DecidableRel G.Adj] (x z : V → ZMod 2) :
    czCircuit G * pauli x z * czCircuit G =
      sgn (edgeForm G x) • pauli x (z + G.adjMatrix (ZMod 2) *ᵥ x) := by
  rw [czCircuit_eq_diagonal]
  ext c b
  rw [Matrix.mul_diagonal, Matrix.diagonal_mul]
  simp only [Matrix.smul_apply, pauli, Matrix.of_apply, smul_eq_mul]
  by_cases h : c = b + x
  · subst h
    simp only [if_true]
    rw [edgeForm_add, add_dotProduct, dotProduct_comm (G.adjMatrix (ZMod 2) *ᵥ x) b]
    simp only [sgn_add]
    -- the phase of `b` occurs twice and cancels
    linear_combination (sgn (edgeForm G x) * sgn (b ⬝ᵥ (G.adjMatrix (ZMod 2) *ᵥ x)) *
      sgn (z ⬝ᵥ b)) * sgn_mul_self (edgeForm G b)
  · simp [h]
```

This is the formula from the start, for every $x$ and $z$; `•` multiplies a matrix by a number. By hand, apply the three factors to $|b\rangle$ from the right:

$$|b\rangle\mapsto(-1)^{q(b)}|b\rangle\mapsto(-1)^{q(b)+z\cdot b}|b+x\rangle\mapsto(-1)^{q(b)+z\cdot b+q(b+x)}|b+x\rangle.$$

By the splitting of $q(b+x)$, the exponent is

$$2q(b)+q(x)+z\cdot b+b\cdot Ax\equiv q(x)+(z+Ax)\cdot b \pmod 2,$$

which is the sign produced by $(-1)^{q(x)}P(x,z+Ax)$.

Lean compares the entries at $(c,b)$. If $c\neq b+x$, both sides vanish. Otherwise `edgeForm_add` expands the exponent, and `linear_combination` cancels the repeated sign $(-1)^{q(b)}$.

```lean
/-- The circuit turns a bit flip `X` on vertex `v` into `X` on `v` times `Z` on every
neighbour of `v`. -/
theorem czCircuit_conj_X (G : SimpleGraph V) [DecidableRel G.Adj] (v : V) :
    czCircuit G * pauli (Pi.single v 1) 0 * czCircuit G =
      pauli (Pi.single v 1) (fun w => if G.Adj w v then 1 else 0) := by
  -- a single excited vertex contains no edge
  have hq : edgeForm G (Pi.single v 1) = 0 := by
    refine Finset.sum_eq_zero fun e he => ?_
    induction e using Sym2.ind with
    | _ u w =>
      have huw : G.Adj u w := by simpa using he
      show (Pi.single v 1 : V → ZMod 2) u * (Pi.single v 1 : V → ZMod 2) w = 0
      by_cases h : u = v
      · subst h
        simp [huw.ne']
      · simp [Pi.single_apply, h]
  have hA : G.adjMatrix (ZMod 2) *ᵥ (Pi.single v 1) =
      fun w => if G.Adj w v then 1 else 0 := by
    ext w
    simp only [Matrix.mulVec, dotProduct, Pi.single_apply, SimpleGraph.adjMatrix_apply,
      mul_ite, mul_one, mul_zero, Finset.sum_ite_eq', Finset.mem_univ, if_true]
  rw [czCircuit_conj_pauli, hq, hA, zero_add]
  simp [sgn]
```

`Pi.single v 1` is the string $e_v$ with a single 1 at $v$. Every edge has two different ends, so at least one of them carries a 0 and $q(e_v)=0$ (`hq`). The vector $Ae_v$ has a 1 exactly at the neighbours of $v$ (`hA`). Therefore

$$D\,X_v\,D=X_v\prod_{w\sim v}Z_w,$$

where $w\sim v$ means that $w$ is a neighbour of $v$. No sign appears for a single flip.

## The graph state

```lean
/-- The unnormalised graph state, the circuit applied to the equal superposition of all basis
states, is multiplied by `(-1)^q(x)` when `P(x, Ax)` acts on it. -/
theorem pauli_mulVec_graphState (G : SimpleGraph V) [DecidableRel G.Adj] (x : V → ZMod 2) :
    pauli x (G.adjMatrix (ZMod 2) *ᵥ x) *ᵥ (czCircuit G *ᵥ 1) =
      sgn (edgeForm G x) • (czCircuit G *ᵥ 1) := by
  -- bit flips permute the basis states and fix their equal superposition
  have hplus : pauli x 0 *ᵥ (1 : (V → ZMod 2) → ℂ) = 1 := by
    ext c
    have hc : ∀ b : V → ZMod 2, (c = b + x) ↔ b = c - x := fun b =>
      ⟨fun h => eq_sub_of_add_eq h.symm, fun h => (eq_sub_iff_add_eq.mp h).symm⟩
    simp only [Matrix.mulVec, dotProduct, pauli, Matrix.of_apply, hc, Pi.one_apply,
      mul_one, Finset.sum_ite_eq', Finset.mem_univ, if_true]
    simp [sgn]
  have h := czCircuit_conj_pauli G x 0
  rw [zero_add] at h
  have hP : pauli x (G.adjMatrix (ZMod 2) *ᵥ x) =
      sgn (edgeForm G x) • (czCircuit G * pauli x 0 * czCircuit G) := by
    rw [h, smul_smul, sgn_mul_self, one_smul]
  rw [hP, Matrix.smul_mulVec, Matrix.mulVec_mulVec, mul_assoc (czCircuit G * pauli x 0),
    czCircuit_mul_self, mul_one, ← Matrix.mulVec_mulVec, hplus]

end

end CZCircuit
```

In `czCircuit G *ᵥ 1`, the `1` is the all-ones vector $\sum_b|b\rangle$, not the identity matrix. With $n$ qubits, the normalised graph state is $|G\rangle=2^{-n/2}D\sum_b|b\rangle$, and the theorem reads

$$P(x,Ax)\,|G\rangle=(-1)^{q(x)}|G\rangle.$$

By hand, setting $z=0$ in the conjugation formula gives $P(x,Ax)=(-1)^{q(x)}D\,X^xD$ (`hP`). Bit flips only permute the basis states, so $X^x\sum_b|b\rangle=\sum_b|b\rangle$ (`hplus`). With $D^2=1$,

$$P(x,Ax)\,D\sum_b|b\rangle=(-1)^{q(x)}D\,X^x\sum_b|b\rangle=(-1)^{q(x)}D\sum_b|b\rangle.$$

For two joined qubits and $x=(1,1)$, the eigenvalue of $XZ\otimes XZ=-Y\otimes Y$ is $-1$, so $Y\otimes Y$ gives $+1$, as measured at the start.

```lean
#print axioms CZCircuit.czCircuit_conj_pauli
#print axioms CZCircuit.czCircuit_conj_X
#print axioms CZCircuit.pauli_mulVec_graphState
```

```
'CZCircuit.czCircuit_conj_pauli' depends on axioms: [propext, Classical.choice, Quot.sound]
'CZCircuit.czCircuit_conj_X' depends on axioms: [propext, Classical.choice, Quot.sound]
'CZCircuit.pauli_mulVec_graphState' depends on axioms: [propext, Classical.choice, Quot.sound]
```
